# The intercept error of a straight-line fit in $1/L$ to $E + a/L + b/L^3$ has the sign of $-b$

## A charged defect and its periodic images

A charged point defect is often computed in a periodic supercell, although the quantity of interest is the energy of one defect in an infinite crystal. The calculation contains the defect's images as well, and their contribution falls off slowly as the cell grows. For cells of one shape and linear size $L$, a common model of the defect's formation energy, at fixed charge and before any correction for the images, is

$$E(L) = E + \frac{a}{L} + \frac{b}{L^3}.$$

The energy of the perfect crystal, which grows with the cell, has already been subtracted. Here $E$ is the formation energy of the isolated defect. The coefficient $a$ stands for the interaction of the net charge with its images and the neutralising background. The coefficient $b$ collects the next order, such as the interaction of the net charge with the spatial spread of the defect's charge density. Both are taken as constants that do not depend on $L$.

Suppose the energies are plotted against $u = 1/L$, a straight line is drawn through them, and its value at $u = 0$ is reported as $E$. The line accounts for the $a$ term but not for the curvature due to $b$. How large is the resulting error, and which sign does it have?

## The statement, for two cells and for many

Write the fitted line as $c + m/L$, so that $c$ is the extrapolated energy and $c - E$ its error. In the Lean file the model energy is `supercellEnergy E a b L`, and the combination

$$u_1u_2(u_1+u_2), \qquad u_1 = 1/L_1,\quad u_2 = 1/L_2,$$

is `pairFactor L₁ L₂`. All quantities are real numbers, in any consistent units.

**Two cells.** The theorem `two_point_bias` takes two different positive sizes and a line that passes through both energies. It concludes that

$$c = E - b\,u_1u_2(u_1+u_2)$$

and that $c - E$ has the sign of $-b$. The function `SignType.sign` takes three values (negative, zero, positive), so the case $b = 0$ is included, and there the extrapolation is exact. That such a line exists, and is the only one, follows from `line_through_iff`.

**Many cells.** The cells are labelled by a finite index type `ι`, with sizes `L i`. The function `squaredMisfit` adds up the squared deviations of the energies from the line, all with equal weight. `IsLeastSquaresLine` says that no other choice of intercept and slope gives a smaller sum. With $u_i = 1/L_i$, the theorem `least_squares_bias` states

$$\Big(\sum_{i,j}(u_i-u_j)^2\Big)(c-E) = -b\sum_{i,j}(u_i-u_j)^2\,u_iu_j(u_i+u_j).$$

When at least two sizes differ, one may divide by the first bracket. The least-squares error is then the average of the two-point errors, with weights $(u_i-u_j)^2$. The sums run over ordered pairs, which counts each pair twice on both sides, and the terms with $i=j$ vanish. If all sizes are equal, both sides are zero and the equation leaves $c$ undetermined.

The theorem `least_squares_bias_sign` adds the assumptions that all sizes are positive and that two of them differ, and concludes that $c - E$ has the sign of $-b$. Within this two-term model, then, including more cells in a linear fit can change the size of the error but never its sign.

The model itself is assumed, not derived from electrostatics. The energies carry no numerical noise and no terms beyond $1/L^3$. Higher-order terms can be comparable with the $b$ term in small cells, and noise can be comparable with it in large cells, where $b/L^3$ is small; either could alter the sign.

For a defect formation energy, the result gives the direction of the finite-size error left by a linear extrapolation, provided that the two-term form describes the cells used and the sign of $b$ is known. A charge transition level is a difference of two formation energies divided by a difference of charges. When both energies are extrapolated from the same cells, the sign of the level's error is set by the same combination of their two coefficients $b$, so the sign of each coefficient separately may not be enough.

## Derivation for two cells

The line passes through both points when

$$c + mu_1 = E + au_1 + bu_1^3, \qquad c + mu_2 = E + au_2 + bu_2^3.$$

Subtracting the second equation from the first gives

$$m(u_1-u_2) = a(u_1-u_2) + b(u_1^3-u_2^3).$$

Since $u_1 \neq u_2$, the common factor can be divided out:

$$m = a + b(u_1^2+u_1u_2+u_2^2).$$

Putting this slope into the first equation,

$$c = E + au_1 + bu_1^3 - mu_1 = E - b(u_1^2u_2+u_1u_2^2) = E - b\,u_1u_2(u_1+u_2).$$

For positive sizes the factor multiplying $-b$ is positive, which settles the sign.

## Derivation for a least-squares fit

Let $r_i = E + au_i + bu_i^3 - c - mu_i$ be the residuals of the best line. Changing the intercept by $t$ replaces $r_i$ by $r_i - t$, and changing the slope by $t$ replaces it by $r_i - tu_i$. Both have the form $r_i - tv_i$, and

$$\sum_i (r_i - tv_i)^2 = \sum_i r_i^2 - 2tP + t^2Q, \qquad P = \sum_i v_ir_i,\quad Q = \sum_i v_i^2.$$

Minimality requires $-2tP + t^2Q \ge 0$ for every $t$. Choose $t = P/(Q+1)$, so that $P = t(Q+1)$. The left side becomes $-t^2(Q+2)$, which is non-negative only if $t = 0$, and hence $P = 0$. With $v_i = 1$ and $v_i = u_i$ this gives the normal equations

$$\sum_i r_i = 0, \qquad \sum_i u_ir_i = 0.$$

Now take two cells and form $u_jr_i - u_ir_j$. The terms in $a$ and $m$ cancel, which leaves

$$u_jr_i - u_ir_j = (u_i-u_j)\big[(c-E) + b\,u_iu_j(u_i+u_j)\big].$$

Multiply by $u_i - u_j$ and expand the left side:

$$(u_i-u_j)^2\big[(c-E) + b\,u_iu_j(u_i+u_j)\big] = u_iu_jr_i + u_iu_jr_j - u_i^2r_j - u_j^2r_i.$$

Summed over all $i$ and $j$, every term on the right contains $\sum_i r_i$ or $\sum_i u_ir_i$ as a factor, and so the right side vanishes. What remains is the averaged formula. If all sizes are positive and two differ, both double sums in it are positive, and $c-E$ has the sign of $-b$.

## Three cells worked by hand

The error does not depend on $E$ or $a$, so both may be set to zero for the arithmetic, although a charged defect has $a \neq 0$. Take $b = 216$ and sizes $6, 3, 2$. With $x = 6/L$ the sizes become $x = 1, 2, 3$, and the energies are $x^3 = 1, 8, 27$.

The mean energy is $12$ and the mean of $x$ is $2$. The least-squares slope in $x$ is

$$\frac{(-1)(1-12) + 0\cdot(8-12) + 1\cdot(27-12)}{2} = 13,$$

so the intercept is $12 - 26 = -14$, and the line is $-14 + 78/L$. The residuals are $2, -4, 2$.

The two-point errors are $-x_ix_j(x_i+x_j)$, namely $-6$, $-12$ and $-30$ for the pairs $(1,2)$, $(1,3)$ and $(2,3)$. Their weights are in the ratio $1:4:1$, and the average is

$$\frac{-6 - 48 - 30}{6} = -14,$$

as it should be. The two largest cells alone give $-6$; adding the smallest cell has made the error larger.

## The Lean file

```lean
import Mathlib

open Finset

namespace SupercellExtrapolation

noncomputable section

/-- Energy of a defect in a supercell of size `L`: the isolated limit `E` plus image terms
in `1/L` and `1/L³`. -/
def supercellEnergy (E a b L : ℝ) : ℝ := E + a / L + b / L ^ 3

/-- The factor `u₁ u₂ (u₁ + u₂)`, with `u = 1/L`, for a pair of cell sizes. -/
def pairFactor (L₁ L₂ : ℝ) : ℝ := 1 / L₁ * (1 / L₂) * (1 / L₁ + 1 / L₂)

/-- Summed squared deviation of the data `y` at the cell sizes `L i` from the line `c + m/L`. -/
def squaredMisfit {ι : Type*} [Fintype ι] (y : ℝ → ℝ) (L : ι → ℝ) (c m : ℝ) : ℝ :=
  ∑ i, (y (L i) - (c + m / L i)) ^ 2

/-- The line `c + m/L` has the least squared misfit among all lines in `1/L`. -/
def IsLeastSquaresLine {ι : Type*} [Fintype ι] (y : ℝ → ℝ) (L : ι → ℝ) (c m : ℝ) : Prop :=
  ∀ c' m', squaredMisfit y L c m ≤ squaredMisfit y L c' m'

/-- A line in `u` meets `E + a u + b u³` at two distinct points exactly when its intercept
and slope have the stated values. -/
theorem line_through_iff {u₁ u₂ : ℝ} (hu : u₁ ≠ u₂) (E a b c m : ℝ) :
    (c + m * u₁ = E + a * u₁ + b * u₁ ^ 3 ∧ c + m * u₂ = E + a * u₂ + b * u₂ ^ 3) ↔
      (c = E - b * (u₁ * u₂ * (u₁ + u₂)) ∧ m = a + b * (u₁ ^ 2 + u₁ * u₂ + u₂ ^ 2)) := by
  constructor
  · rintro ⟨h1, h2⟩
    -- the difference of the two conditions fixes the slope
    have hm : m = a + b * (u₁ ^ 2 + u₁ * u₂ + u₂ ^ 2) := by
      apply mul_left_cancel₀ (sub_ne_zero.2 hu)
      linear_combination h1 - h2
    exact ⟨by linear_combination h1 - u₁ * hm, hm⟩
  · rintro ⟨rfl, rfl⟩
    constructor <;> ring

/-- Two-point extrapolation: the line in `1/L` through the energies of two distinct cells has
intercept `E - b u₁ u₂ (u₁ + u₂)`, and its error has the sign of `-b`. -/
theorem two_point_bias {L₁ L₂ : ℝ} (h₁ : 0 < L₁) (h₂ : 0 < L₂) (hL : L₁ ≠ L₂)
    {E a b c m : ℝ} (hc₁ : c + m / L₁ = supercellEnergy E a b L₁)
    (hc₂ : c + m / L₂ = supercellEnergy E a b L₂) :
    c = E - b * pairFactor L₁ L₂ ∧ SignType.sign (c - E) = SignType.sign (-b) := by
  have hu : 1 / L₁ ≠ 1 / L₂ := fun h => hL (by simpa using h)
  have hc : c = E - b * pairFactor L₁ L₂ := by
    refine ((line_through_iff hu E a b c m).1 ⟨?_, ?_⟩).1
    · unfold supercellEnergy at hc₁
      linear_combination hc₁
    · unfold supercellEnergy at hc₂
      linear_combination hc₂
  have hp : 0 < pairFactor L₁ L₂ := by unfold pairFactor; positivity
  refine ⟨hc, ?_⟩
  have he : c - E = -b * pairFactor L₁ L₂ := by linear_combination hc
  rw [he, sign_mul, sign_pos hp, mul_one]

/-- If no multiple of `v` subtracted from `r` lowers the sum of squares, then `r` is
orthogonal to `v`. -/
theorem orthogonal_of_minimal {ι : Type*} [Fintype ι] (r v : ι → ℝ)
    (h : ∀ t : ℝ, ∑ i, r i ^ 2 ≤ ∑ i, (r i - t * v i) ^ 2) : ∑ i, v i * r i = 0 := by
  -- a parabola in t that is nowhere negative and vanishes at t = 0 has no linear term
  have key : ∀ P Q : ℝ, 0 ≤ Q → (∀ t : ℝ, 0 ≤ -2 * t * P + t ^ 2 * Q) → P = 0 := by
    intro P Q hQ hP
    have h1 := hP (P / (Q + 1))
    have hq : Q + 1 ≠ 0 := by positivity
    have e : P / (Q + 1) * (Q + 1) = P := div_mul_cancel₀ P hq
    generalize P / (Q + 1) = t at h1 e
    subst e
    have h2 : t ^ 2 = 0 :=
      le_antisymm (by nlinarith [mul_nonneg (sq_nonneg t) hQ]) (sq_nonneg t)
    have h3 : t = 0 := by simpa using h2
    simp [h3]
  refine key _ (∑ i, v i ^ 2) (sum_nonneg fun i _ => sq_nonneg _) fun t => ?_
  have e : ∑ i, (r i - t * v i) ^ 2
      = ∑ i, r i ^ 2 + (-2 * t * ∑ i, v i * r i + t ^ 2 * ∑ i, v i ^ 2) := by
    rw [mul_sum, mul_sum, ← sum_add_distrib, ← sum_add_distrib]
    exact sum_congr rfl fun i _ => by ring
  have := h t
  rw [e] at this
  linarith

/-- Least-squares extrapolation from any number of cells: the error of the intercept times the sum
of the weights `(uᵢ - uⱼ)²` equals the sum of the expressions `-b uᵢ uⱼ (uᵢ + uⱼ)` taken with these
weights, where `uᵢ = 1/L i`. -/
theorem least_squares_bias {ι : Type*} [Fintype ι] {L : ι → ℝ} {E a b c m : ℝ}
    (h : IsLeastSquaresLine (supercellEnergy E a b) L c m) :
    (∑ i, ∑ j, (1 / L i - 1 / L j) ^ 2) * (c - E) =
      -b * ∑ i, ∑ j, (1 / L i - 1 / L j) ^ 2 * pairFactor (L i) (L j) := by
  obtain ⟨r, hr⟩ : ∃ r : ι → ℝ, ∀ i, r i = supercellEnergy E a b (L i) - (c + m / L i) :=
    ⟨_, fun _ => rfl⟩
  -- normal equations: the residuals are orthogonal to 1 and to 1/L
  have h0 : ∑ i, r i = 0 := by
    have := orthogonal_of_minimal r (fun _ => 1) (fun t => by
      have ht := h (c + t) m
      unfold squaredMisfit at ht
      simp only [hr]
      refine ht.trans_eq (sum_congr rfl fun i _ => ?_)
      ring)
    simpa using this
  have h1 : ∑ i, 1 / L i * r i = 0 :=
    orthogonal_of_minimal r (fun i => 1 / L i) (fun t => by
      have ht := h c (m + t)
      unfold squaredMisfit at ht
      simp only [hr]
      refine ht.trans_eq (sum_congr rfl fun i _ => ?_)
      ring)
  -- each pair contributes a combination of its two residuals
  have inner_sum : ∀ i, ∑ j, ((1 / L i - 1 / L j) ^ 2 * (c - E)
      + b * ((1 / L i - 1 / L j) ^ 2 * pairFactor (L i) (L j)))
      = 1 / L i * r i * (∑ j, 1 / L j) - r i * ∑ j, (1 / L j) ^ 2 := by
    intro i
    calc _ = ∑ j, (1 / L i * r i * (1 / L j) + 1 / L i * (1 / L j * r j)
          - (1 / L i) ^ 2 * r j - r i * (1 / L j) ^ 2) := by
          refine sum_congr rfl fun j _ => ?_
          rw [hr i, hr j]
          unfold supercellEnergy pairFactor
          simp only [div_eq_mul_inv, one_mul, ← inv_pow]
          ring
      _ = _ := by
          rw [sum_sub_distrib, sum_sub_distrib, sum_add_distrib, ← mul_sum, ← mul_sum,
            ← mul_sum, ← mul_sum, h0, h1]
          ring
  have total : ∑ i, ∑ j, ((1 / L i - 1 / L j) ^ 2 * (c - E)
      + b * ((1 / L i - 1 / L j) ^ 2 * pairFactor (L i) (L j))) = 0 := by
    rw [sum_congr rfl fun i _ => inner_sum i, sum_sub_distrib, ← sum_mul, ← sum_mul, h0, h1]
    ring
  simp only [sum_add_distrib, ← mul_sum, ← sum_mul] at total
  linear_combination total

/-- For positive cell sizes, at least two of them different, the error of the least-squares
intercept has the sign of `-b`. -/
theorem least_squares_bias_sign {ι : Type*} [Fintype ι] {L : ι → ℝ} {E a b c m : ℝ}
    (hL : ∀ i, 0 < L i) (hne : ∃ i j, L i ≠ L j)
    (h : IsLeastSquaresLine (supercellEnergy E a b) L c m) :
    SignType.sign (c - E) = SignType.sign (-b) := by
  obtain ⟨p, q, hpq⟩ := hne
  have hu : 1 / L p - 1 / L q ≠ 0 := sub_ne_zero.2 fun e => hpq (by simpa using e)
  have hsq : 0 < (1 / L p - 1 / L q) ^ 2 := by positivity
  have hf : ∀ i j, 0 < pairFactor (L i) (L j) := fun i j => by
    have hi := hL i
    have hj := hL j
    unfold pairFactor
    positivity
  -- a double sum of non-negative terms with one positive term is positive
  have pos : ∀ f : ι → ι → ℝ, (∀ i j, 0 ≤ f i j) → 0 < f p q → 0 < ∑ i, ∑ j, f i j :=
    fun f h0 h1 => sum_pos' (fun i _ => sum_nonneg fun j _ => h0 i j)
      ⟨p, mem_univ p, sum_pos' (fun j _ => h0 p j) ⟨q, mem_univ q, h1⟩⟩
  have hW := pos (fun i j => (1 / L i - 1 / L j) ^ 2) (fun i j => sq_nonneg _) hsq
  have hV := pos (fun i j => (1 / L i - 1 / L j) ^ 2 * pairFactor (L i) (L j))
    (fun i j => mul_nonneg (sq_nonneg _) (hf i j).le) (mul_pos hsq (hf p q))
  have hs := congrArg SignType.sign (least_squares_bias h)
  rwa [sign_mul, sign_mul, sign_pos hW, sign_pos hV, one_mul, mul_one] at hs

/-- For cells of sizes 6, 3 and 2 with energy `216/L³`, no line in `1/L` has a smaller squared
misfit than `-14 + 78/L`. -/
theorem least_squares_witness :
    IsLeastSquaresLine (supercellEnergy 0 0 216) ![(6 : ℝ), 3, 2] (-14) 78 := by
  intro c m
  unfold squaredMisfit supercellEnergy
  rw [Fin.sum_univ_three, Fin.sum_univ_three]
  -- insert the three cell sizes
  change ((0 : ℝ) + 0 / 6 + 216 / 6 ^ 3 - (-14 + 78 / 6)) ^ 2
      + ((0 : ℝ) + 0 / 3 + 216 / 3 ^ 3 - (-14 + 78 / 3)) ^ 2
      + ((0 : ℝ) + 0 / 2 + 216 / 2 ^ 3 - (-14 + 78 / 2)) ^ 2
    ≤ ((0 : ℝ) + 0 / 6 + 216 / 6 ^ 3 - (c + m / 6)) ^ 2
      + ((0 : ℝ) + 0 / 3 + 216 / 3 ^ 3 - (c + m / 3)) ^ 2
      + ((0 : ℝ) + 0 / 2 + 216 / 2 ^ 3 - (c + m / 2)) ^ 2
  norm_num
  nlinarith [sq_nonneg (c + 14 + (m - 78) / 6), sq_nonneg (c + 14 + (m - 78) / 3),
    sq_nonneg (c + 14 + (m - 78) / 2)]

end

end SupercellExtrapolation
```

```lean
#print axioms SupercellExtrapolation.two_point_bias
-- 'SupercellExtrapolation.two_point_bias' depends on axioms: [propext, Classical.choice, Quot.sound]
#print axioms SupercellExtrapolation.least_squares_bias_sign
-- 'SupercellExtrapolation.least_squares_bias_sign' depends on axioms: [propext, Classical.choice, Quot.sound]
```

## How the proof follows the derivation

`line_through_iff` is the two-cell algebra in the variable $u$. In the forward direction, `mul_left_cancel₀` divides out the non-zero factor $u_1-u_2$, and `linear_combination h1 - h2` is the subtraction of the two conditions. A second `linear_combination` inserts the slope to obtain the intercept. The reverse direction substitutes the stated values and checks both equations with `ring`.

`two_point_bias` carries this over to cell sizes. Different sizes have different reciprocals (`hu`), the hypotheses are rewritten in $1/L$, and `positivity` shows that the pair factor is positive. The error is then written as $-b$ times a positive number, and `sign_mul` with `sign_pos` reads off its sign.

`orthogonal_of_minimal` is the parabola argument for general vectors $r$ and $v$. The inner statement `key` makes the choice $t = P/(Q+1)$ and substitutes $P = t(Q+1)$; `nlinarith` then derives $t^2 \le 0$. The rest of the lemma expands the sum of squares into the form that `key` needs.

`least_squares_bias` applies this lemma twice. Comparing the best line with the one of intercept `c + t` gives `h0`, and comparing it with the one of slope `m + t` gives `h1`; these are the two normal equations. The step `inner_sum` fixes $i$, uses the pair identity under the sum over $j$, and removes the terms that `h0` and `h1` make zero. The step `total` sums over $i$ and finds zero. The last two lines separate the part with $c-E$ from the part with $b$.

`least_squares_bias_sign` shows that both double sums are positive. Their terms are non-negative, and the pair `p`, `q` of different sizes supplies a strictly positive one; the local statement `pos` handles both sums in the same way. Taking signs on both sides of the averaged formula then removes the positive factors.

`least_squares_witness` confirms that the line found by hand for the three cells is a true minimiser, so the least-squares hypothesis is satisfied in a case where the line misses the data. After the sizes are inserted, `nlinarith` receives three squares of the form $(c + 14 + (m-78)u_i)^2$, where $c$ and $m$ now belong to an arbitrary competing line. Because the residuals $2, -4, 2$ satisfy the normal equations, the competitor's misfit exceeds the minimum by exactly the sum of these squares.
